# Only Gaussians attain the harmonic oscillator's energy bound among real, continuously differentiable trial functions

Suppose a variational calculation for a particle in a one-dimensional harmonic well returns exactly the ground-state energy. If functions of different shapes could share that energy, it would not settle the wavefunction, and the position density would remain open.

In Lean 4 with Mathlib:

```lean
import Mathlib

open MeasureTheory

namespace OscillatorGroundState

noncomputable section

/-- Real trial functions on the line that are continuously differentiable, with `u'^2` and
`x^2 u^2` integrable. -/
structure FiniteEnergy (u : ℝ → ℝ) : Prop where
  smooth : ContDiff ℝ 1 u
  kinetic : Integrable fun x => deriv u x ^ 2
  potential : Integrable fun x => x ^ 2 * u x ^ 2

/-- The energy functional of the harmonic oscillator of frequency `ω`, in units where the
mass and the reduced Planck constant are 1. -/
def energy (ω : ℝ) (u : ℝ → ℝ) : ℝ :=
  ∫ x, (1 / 2 * deriv u x ^ 2 + ω ^ 2 / 2 * (x ^ 2 * u x ^ 2))

/-- The lowering operator of the oscillator, without normalisation: `u' + ω x u`. -/
def lowering (ω : ℝ) (u : ℝ → ℝ) (x : ℝ) : ℝ := deriv u x + ω * x * u x

/-- The function `c exp(-ω x^2 / 2)`, which is a Gaussian when `ω > 0` and `c` is nonzero. -/
def gaussian (ω c : ℝ) (x : ℝ) : ℝ := c * Real.exp (-ω * x ^ 2 / 2)

/-- A trial function of finite energy is square integrable. -/
theorem FiniteEnergy.integrable_sq {u : ℝ → ℝ} (hu : FiniteEnergy u) :
    Integrable fun x => u x ^ 2 := by
  have hc : Continuous fun x => u x ^ 2 := hu.smooth.continuous.pow 2
  have hi : Integrable (Set.indicator (Set.Icc (-1 : ℝ) 1) fun x => u x ^ 2) :=
    hc.integrableOn_Icc.integrable_indicator measurableSet_Icc
  -- outside [-1, 1] the function x^2 u^2 dominates u^2
  refine Integrable.mono' (hu.potential.add hi) hc.aestronglyMeasurable
    (Filter.Eventually.of_forall fun x => ?_)
  change ‖u x ^ 2‖ ≤ x ^ 2 * u x ^ 2 + Set.indicator (Set.Icc (-1 : ℝ) 1) (fun x => u x ^ 2) x
  rw [Real.norm_eq_abs, abs_of_nonneg (sq_nonneg (u x))]
  by_cases hx : x ∈ Set.Icc (-1 : ℝ) 1
  · rw [Set.indicator_of_mem hx]
    nlinarith [mul_nonneg (sq_nonneg x) (sq_nonneg (u x))]
  · rw [Set.indicator_of_notMem hx]
    have h1 : 1 ≤ x ^ 2 := by
      by_contra h
      exact hx ⟨by nlinarith, by nlinarith⟩
    nlinarith [mul_nonneg (sub_nonneg.mpr h1) (sq_nonneg (u x))]

/-- For a trial function of finite energy the product `x u u'` is integrable. -/
theorem FiniteEnergy.integrable_cross {u : ℝ → ℝ} (hu : FiniteEnergy u) :
    Integrable fun x => x * u x * deriv u x := by
  have hd : Continuous (deriv u) := hu.smooth.continuous_deriv (by norm_num)
  refine Integrable.mono' (hu.kinetic.add hu.potential)
    ((continuous_id.mul hu.smooth.continuous).mul hd).aestronglyMeasurable
    (Filter.Eventually.of_forall fun x => ?_)
  change ‖x * u x * deriv u x‖ ≤ deriv u x ^ 2 + x ^ 2 * u x ^ 2
  rw [Real.norm_eq_abs, abs_le]
  constructor <;> nlinarith [sq_nonneg (x * u x + deriv u x), sq_nonneg (x * u x - deriv u x),
    sq_nonneg (x * u x), sq_nonneg (deriv u x)]

/-- Integration by parts without boundary term: for a trial function of finite energy, the
integral of `x u u'` is minus one half of the integral of `u^2`. -/
theorem integral_cross {u : ℝ → ℝ} (hu : FiniteEnergy u) :
    ∫ x, x * u x * deriv u x = -(1 / 2) * ∫ x, u x ^ 2 := by
  have hd : ∀ x, HasDerivAt (fun y => y * (u y * u y))
      (u x ^ 2 + 2 * (x * u x * deriv u x)) x := by
    intro x
    have h := (hu.smooth.differentiable (by norm_num) x).hasDerivAt
    exact ((hasDerivAt_id' x).fun_mul (h.fun_mul h)).congr_deriv (by ring)
  have hc := hu.smooth.continuous
  -- x u^2 is itself integrable, so its derivative has integral zero
  have hf : Integrable fun y => y * (u y * u y) := by
    refine Integrable.mono' (hu.integrable_sq.add hu.potential)
      (continuous_id.mul (hc.mul hc)).aestronglyMeasurable
      (Filter.Eventually.of_forall fun x => ?_)
    change ‖x * (u x * u x)‖ ≤ u x ^ 2 + x ^ 2 * u x ^ 2
    rw [Real.norm_eq_abs, abs_le]
    constructor <;> nlinarith [sq_nonneg (x * u x + u x), sq_nonneg (x * u x - u x),
      sq_nonneg (x * u x), sq_nonneg (u x)]
  have h0 := integral_eq_zero_of_hasDerivAt_of_integrable hd
    (hu.integrable_sq.add (hu.integrable_cross.const_mul 2)) hf
  rw [integral_add hu.integrable_sq (hu.integrable_cross.const_mul 2),
    integral_const_mul] at h0
  linarith

/-- Completing the square: for a trial function of finite energy, `(u' + ω x u)^2` is integrable,
and the energy is `ω/2` times the integral of `u^2` plus half the integral of `(u' + ω x u)^2`. -/
theorem energy_eq {u : ℝ → ℝ} (hu : FiniteEnergy u) (ω : ℝ) :
    Integrable (fun x => lowering ω u x ^ 2) ∧
    energy ω u = ω / 2 * (∫ x, u x ^ 2) + 1 / 2 * ∫ x, lowering ω u x ^ 2 := by
  have hD : Integrable fun x => 1 / 2 * deriv u x ^ 2 + ω ^ 2 / 2 * (x ^ 2 * u x ^ 2) :=
    (hu.kinetic.const_mul (1 / 2)).add (hu.potential.const_mul (ω ^ 2 / 2))
  have hC := hu.integrable_cross.const_mul (2 * ω)
  have h : (fun x => lowering ω u x ^ 2) = fun x =>
      2 * (1 / 2 * deriv u x ^ 2 + ω ^ 2 / 2 * (x ^ 2 * u x ^ 2))
        + 2 * ω * (x * u x * deriv u x) := by
    funext x
    unfold lowering
    ring
  rw [h]
  refine ⟨(hD.const_mul 2).add hC, ?_⟩
  rw [integral_add (hD.const_mul 2) hC, integral_const_mul, integral_const_mul,
    integral_cross hu]
  unfold energy
  ring

/-- The oscillator bound: the energy of a trial function of finite energy is at least `ω/2`
times the integral of `u^2`. -/
theorem oscillator_bound {u : ℝ → ℝ} (hu : FiniteEnergy u) (ω : ℝ) :
    ω / 2 * (∫ x, u x ^ 2) ≤ energy ω u := by
  have h : 0 ≤ ∫ x, lowering ω u x ^ 2 := integral_nonneg fun x => sq_nonneg _
  linarith [(energy_eq hu ω).2]

/-- For any real `ω`, a differentiable function `u` with `u' + ω x u = 0` everywhere is
`u(0) exp(-ω x^2 / 2)`. -/
theorem eq_gaussian_of_lowering_eq_zero {u : ℝ → ℝ} (hu : Differentiable ℝ u) {ω : ℝ}
    (h : ∀ x, lowering ω u x = 0) : u = gaussian ω (u 0) := by
  -- u exp(ω x^2 / 2) has zero derivative
  have hd : ∀ x, HasDerivAt (fun y => u y * Real.exp (ω / 2 * (y * y))) 0 x := by
    intro x
    have he := (((hasDerivAt_id' x).fun_mul (hasDerivAt_id' x)).const_mul (ω / 2)).exp
    have hx : deriv u x + ω * x * u x = 0 := h x
    exact ((hu x).hasDerivAt.fun_mul he).congr_deriv
      (by linear_combination Real.exp (ω / 2 * (x * x)) * hx)
  funext x
  have hc : u x * Real.exp (ω / 2 * (x * x)) = u 0 * Real.exp (ω / 2 * (0 * 0)) :=
    is_const_of_deriv_eq_zero (fun y => (hd y).differentiableAt) (fun y => (hd y).deriv) x 0
  simp only [mul_zero, Real.exp_zero, mul_one] at hc
  have hs : ω / 2 * (x * x) + -ω * x ^ 2 / 2 = 0 := by ring
  unfold gaussian
  rw [← hc, mul_assoc, ← Real.exp_add, hs, Real.exp_zero, mul_one]

/-- The derivative of the Gaussian `c exp(-ω x^2 / 2)` is `-ω x` times the Gaussian. -/
theorem hasDerivAt_gaussian (ω c x : ℝ) :
    HasDerivAt (gaussian ω c) (-ω * x * gaussian ω c x) x := by
  have e : gaussian ω c = fun y => c * Real.exp (-ω / 2 * (y * y)) := by
    funext y
    unfold gaussian
    congr 2
    ring
  have ex : gaussian ω c x = c * Real.exp (-ω / 2 * (x * x)) := congrFun e x
  rw [ex, e]
  exact ((((hasDerivAt_id' x).fun_mul (hasDerivAt_id' x)).const_mul (-ω / 2)).exp.const_mul
    c).congr_deriv (by ring)

/-- For `ω > 0` every Gaussian `c exp(-ω x^2 / 2)` is a trial function of finite energy. -/
theorem finiteEnergy_gaussian {ω : ℝ} (hω : 0 < ω) (c : ℝ) : FiniteEnergy (gaussian ω c) := by
  have hI : Integrable fun x : ℝ => x ^ 2 * Real.exp (-ω * x ^ 2) := by
    simpa using integrable_rpow_mul_exp_neg_mul_sq hω (s := 2) (by norm_num)
  have hP : Integrable fun x => x ^ 2 * gaussian ω c x ^ 2 := by
    have h : (fun x => x ^ 2 * gaussian ω c x ^ 2) =
        fun x => c ^ 2 * (x ^ 2 * Real.exp (-ω * x ^ 2)) := by
      funext x
      have h2 : Real.exp (-ω * x ^ 2) = Real.exp (-ω * x ^ 2 / 2) ^ 2 := by
        rw [pow_two (Real.exp _), ← Real.exp_add]
        congr 1
        ring
      rw [h2]
      unfold gaussian
      ring
    rw [h]
    exact hI.const_mul (c ^ 2)
  refine ⟨?_, ?_, hP⟩
  · change ContDiff ℝ 1 fun x => c * Real.exp (-ω * x ^ 2 / 2)
    fun_prop
  · have h : (fun x => deriv (gaussian ω c) x ^ 2) =
        fun x => ω ^ 2 * (x ^ 2 * gaussian ω c x ^ 2) := by
      funext x
      rw [(hasDerivAt_gaussian ω c x).deriv]
      ring
    rw [h]
    exact hP.const_mul (ω ^ 2)

/-- Only Gaussians attain the oscillator bound: for `ω > 0`, a real function `u` is continuously
differentiable with `u'^2` and `x^2 u^2` integrable and has energy equal to `ω/2` times the integral
of `u^2` exactly when it is `c exp(-ω x^2 / 2)` for a real `c`. -/
theorem attains_bound_iff_gaussian {ω : ℝ} (hω : 0 < ω) (u : ℝ → ℝ) :
    (FiniteEnergy u ∧ energy ω u = ω / 2 * ∫ x, u x ^ 2) ↔ ∃ c, u = gaussian ω c := by
  constructor
  · rintro ⟨hu, h⟩
    obtain ⟨hi, he⟩ := energy_eq hu ω
    have h0 : ∫ x, lowering ω u x ^ 2 = 0 := by linarith
    have hae := (integral_eq_zero_iff_of_nonneg (fun x => sq_nonneg (lowering ω u x)) hi).mp h0
    have hd : Continuous (deriv u) := hu.smooth.continuous_deriv (by norm_num)
    have hcont : Continuous fun x => lowering ω u x ^ 2 :=
      (hd.add ((continuous_const.mul continuous_id).mul hu.smooth.continuous)).pow 2
    -- a continuous function that vanishes almost everywhere vanishes everywhere
    have hz := Measure.eq_of_ae_eq hae hcont continuous_zero
    exact ⟨u 0, eq_gaussian_of_lowering_eq_zero (hu.smooth.differentiable (by norm_num))
      fun x => pow_eq_zero_iff (two_ne_zero) |>.mp (congrFun hz x)⟩
  · rintro ⟨c, rfl⟩
    have hF := finiteEnergy_gaussian hω c
    have hl : ∀ x, lowering ω (gaussian ω c) x = 0 := by
      intro x
      unfold lowering
      rw [(hasDerivAt_gaussian ω c x).deriv]
      ring
    refine ⟨hF, ?_⟩
    rw [(energy_eq hF ω).2]
    simp [hl]

/-- Unit frequency: if `u` is continuously differentiable, `u'^2` and `x^2 u^2` are integrable,
and the integral of `u'^2 + x^2 u^2` equals that of `u^2`, then `u = c exp(-x^2 / 2)`. -/
theorem eq_gaussian_of_unit_frequency {u : ℝ → ℝ} (hu : ContDiff ℝ 1 u)
    (hk : Integrable fun x => deriv u x ^ 2) (hp : Integrable fun x => x ^ 2 * u x ^ 2)
    (h : ∫ x, (deriv u x ^ 2 + x ^ 2 * u x ^ 2) = ∫ x, u x ^ 2) :
    ∃ c : ℝ, ∀ x, u x = c * Real.exp (-x ^ 2 / 2) := by
  have he : energy 1 u = 1 / 2 * ∫ x, u x ^ 2 := by
    rw [← h, ← integral_const_mul]
    unfold energy
    congr 1
    funext x
    ring
  obtain ⟨c, hc⟩ := (attains_bound_iff_gaussian one_pos u).mp ⟨⟨hu, hk, hp⟩, he⟩
  refine ⟨c, fun x => ?_⟩
  rw [hc]
  simp [gaussian]

end

end OscillatorGroundState
```

```lean
#print axioms OscillatorGroundState.oscillator_bound
#print axioms OscillatorGroundState.attains_bound_iff_gaussian
#print axioms OscillatorGroundState.eq_gaussian_of_unit_frequency
```

```
'OscillatorGroundState.oscillator_bound' depends on axioms: [propext, Classical.choice, Quot.sound]
'OscillatorGroundState.attains_bound_iff_gaussian' depends on axioms: [propext, Classical.choice, Quot.sound]
'OscillatorGroundState.eq_gaussian_of_unit_frequency' depends on axioms: [propext, Classical.choice, Quot.sound]
```

## Energy \(\omega/2\) and the functions that reach it

In units with \(\hbar=m=1\), a real trial function \(u\) in a well of frequency \(\omega\) has the energy functional

\[
E_\omega[u]=\int\left(\tfrac12 u'^2+\tfrac{\omega^2}{2}x^2u^2\right)dx .
\]

This is `energy ω u`. The function is not normalised, so the variational bound reads \(E_\omega[u]\ge\frac{\omega}{2}\int u^2\); for nonzero \(u\), dividing by \(\int u^2\) gives the usual energy expectation value and the bound \(\omega/2\).

`FiniteEnergy u` says that \(u\) is continuously differentiable and that \(u'^2\) and \(x^2u^2\) are integrable, which means finite kinetic and potential energy. No decay of \(xu^2\) at infinity is assumed.

The main theorem, `attains_bound_iff_gaussian`, states that for \(\omega>0\) a function has finite energy and attains the bound exactly when \(u(x)=c\,e^{-\omega x^2/2}\) for some real \(c\). The value \(c=0\) is allowed and gives the zero function. Normalisation would require \(c=\pm(\omega/\pi)^{1/4}\).

`eq_gaussian_of_unit_frequency` is the forward direction at \(\omega=1\), with both sides of the energy equation multiplied by two: if \(u\) satisfies the conditions of `FiniteEnergy` and \(\int(u'^2+x^2u^2)=\int u^2\), then \(u=c\,e^{-x^2/2}\) for some real \(c\).

For a single particle in this well, any nonzero real trial function of finite energy that is not a multiple of \(e^{-\omega x^2/2}\) therefore has an energy expectation value strictly above \(\omega/2\). The step left to the reader is the passage to complex wavefunctions: their real and imaginary parts contribute separately to the energy and to the norm, so the real result can be applied to each part.

## The cross term fixes the zero-point energy

First, \(u^2\) is integrable. On \([-1,1]\) it is continuous, and outside that interval \(u^2\le x^2u^2\). `FiniteEnergy.integrable_sq` combines the two regions with an indicator function.

Next come the pointwise bounds

\[
|xuu'|\le u'^2+x^2u^2,\qquad |xu^2|\le u^2+x^2u^2 ,
\]

which `nlinarith` derives from squares being nonnegative. They make \(xu^2\) integrable, together with its derivative

\[
(xu^2)'=u^2+2xuu' .
\]

An integrable derivative gives \(xu^2\) a limit at each end of the line, and integrability of \(xu^2\) forces both limits to be zero. The derivative therefore integrates to zero, and `integral_cross` obtains

\[
\int xuu'\,dx=-\tfrac12\int u^2\,dx .
\]

## Equality removes the square

The function `lowering ω u` is \(u'+\omega xu\), which is \(\sqrt{2\omega}\) times the textbook annihilation operator applied to \(u\) when \(\omega>0\). Expanding its square gives

\[
(u'+\omega xu)^2=u'^2+\omega^2x^2u^2+2\omega xuu' .
\]

Integrating, inserting the cross term and halving yields `energy_eq`:

\[
E_\omega[u]=\frac{\omega}{2}\int u^2\,dx+\frac12\int(u'+\omega xu)^2\,dx .
\]

The last integral is nonnegative, which is `oscillator_bound`.

If the bound is attained, that integral vanishes. Its integrand is nonnegative, so it is zero almost everywhere; it is also continuous, so it is zero everywhere. `Measure.eq_of_ae_eq` supplies this second step. Hence \(u'+\omega xu=0\), and

\[
\left(u\,e^{\omega x^2/2}\right)'=(u'+\omega xu)\,e^{\omega x^2/2}=0 .
\]

The product is constant and equals its value at the origin, so \(u(x)=u(0)e^{-\omega x^2/2}\). This is `eq_gaussian_of_lowering_eq_zero`, where `is_const_of_deriv_eq_zero` turns the zero derivative into a constant.

## Every Gaussian of this width centred at the origin attains the bound

Conversely, let \(g(x)=c\,e^{-\omega x^2/2}\). Then `hasDerivAt_gaussian` gives \(g'=-\omega xg\), and

\[
x^2g^2=c^2x^2e^{-\omega x^2},\qquad g'^2=\omega^2x^2g^2 .
\]

Both are integrable because \(\omega>0\), so `finiteEnergy_gaussian` applies. This is the only place where the sign of \(\omega\) enters: for \(\omega\le0\) a nonzero \(g\) does not decay and its \(x^2g^2\) is not integrable. Since \(g'+\omega xg=0\), the square in `energy_eq` vanishes and the energy equals \(\frac{\omega}{2}\int g^2\).
